# The lowest RPA frequency is at most every Tamm-Dancoff energy when A+B and A−B are positive definite

An excited-state calculation with linear-response TDDFT, time-dependent Hartree-Fock or the static Bethe-Salpeter equation can be run in two ways: with the full response equations (called RPA equations here for all three methods) or in the Tamm-Dancoff approximation (TDA), which sets the coupling B between excitations and de-excitations to zero. How must the two lowest energies be ordered?

Here A and B are real, frequency-independent matrices over a finite set `n` of occupied-virtual pairs. Both A+B and A−B are assumed positive definite. In Hartree-Fock theory this means that the reference state is stable against real (A+B) and imaginary (A−B) orbital variations.

```lean
import Mathlib

open Matrix

namespace TammDancoffBound

variable {n : Type*} [Fintype n]
```

## Modes and positive frequencies

An RPA mode has excitation amplitudes X and de-excitation amplitudes Y, not both zero, with

AX + BY = ωX,  BX + AY = −ωY.

In Lean, `*ᵥ` applies a matrix to a vector and `⬝ᵥ` is the dot product. No normalisation is imposed on the amplitudes.

```lean
/-- A nonzero pair of excitation and de-excitation amplitudes `X`, `Y` solving the real
RPA equations at frequency `ω`. -/
def IsRPAMode (A B : Matrix n n ℝ) (ω : ℝ) (X Y : n → ℝ) : Prop :=
  (X ≠ 0 ∨ Y ≠ 0) ∧ A *ᵥ X + B *ᵥ Y = ω • X ∧ B *ᵥ X + A *ᵥ Y = -(ω • Y)
```

Frequencies come in pairs ±ω, since exchanging X and Y reverses the sign. The comparison therefore concerns the positive ones.

```lean
/-- The set of positive RPA frequencies. -/
def positiveFrequencies (A B : Matrix n n ℝ) : Set ℝ :=
  {ω | 0 < ω ∧ ∃ X Y, IsRPAMode A B ω X Y}
```

Complex orbitals would call for another model: Hermitian A, complex symmetric B, and B*X + A*Y = −ωY as the second equation. The natural hypothesis would then be positive definiteness of the full matrix with rows (A, B) and (B*, A*). For real matrices this is equivalent to the two conditions used here, but in general the reduction to half-size equations below would be lost.

## A Rayleigh quotient with a metric

For symmetric T, x·Ty = y·Tx.

```lean
/-- A real symmetric matrix defines a symmetric bilinear form. -/
lemma form_symm {T : Matrix n n ℝ} (hT : Tᵀ = T) (x y : n → ℝ) :
    x ⬝ᵥ T *ᵥ y = y ⬝ᵥ T *ᵥ x := by
  rw [Matrix.dotProduct_mulVec, ← Matrix.mulVec_transpose, hT, dotProduct_comm]
```

Expanding the quadratic form on pv + qr therefore gives

(pv + qr)·T(pv + qr) = p² v·Tv + 2pq r·Tv + q² r·Tr.

```lean
/-- The quadratic form of a symmetric matrix on a superposition of two vectors. -/
lemma form_superposition {T : Matrix n n ℝ} (hT : Tᵀ = T) (p q : ℝ) (v r : n → ℝ) :
    (p • v + q • r) ⬝ᵥ T *ᵥ (p • v + q • r) =
      p ^ 2 * (v ⬝ᵥ T *ᵥ v) + 2 * p * q * (r ⬝ᵥ T *ᵥ v) + q ^ 2 * (r ⬝ᵥ T *ᵥ r) := by
  simp only [Matrix.mulVec_add, Matrix.mulVec_smul, dotProduct_add, add_dotProduct,
    dotProduct_smul, smul_dotProduct, smul_eq_mul]
  rw [form_symm hT v r]
  ring
```

Lean's `PosDef` includes symmetry, so both properties can be read off from it.

```lean
/-- A real positive definite matrix is symmetric and has a positive quadratic form. -/
lemma real_form {M : Matrix n n ℝ} (h : M.PosDef) :
    Mᵀ = M ∧ ∀ x : n → ℝ, x ≠ 0 → 0 < x ⬝ᵥ M *ᵥ x := by
  refine ⟨?_, fun x hx => ?_⟩
  · ext i j
    simpa using h.isHermitian.apply i j
  · simpa only [star_trivial] using h.dotProduct_mulVec_pos hx
```

Let `n` be nonempty, S symmetric, and P symmetric with a positive form. The quotient x·Sx / x·Px does not depend on the length of x and is continuous on the compact unit sphere, so it has a minimum μ at some v. Hence μ x·Px ≤ x·Sx for all x, with equality at v.

To see that v solves Sv = μPv, put r = Sv − μPv and g = r·Sr − μ r·Pr ≥ 0. Inserting pv + qr into the inequality leaves

0 ≤ 2pq r·r + q² g.

With p = g+1 and q = −r·r, the right side is −(g+2)(r·r)², so r = 0. In the code, `hb` is the inequality for all x and `key` is the one in p and q.

```lean
/-- Rayleigh-Ritz principle with a metric `P`: a generalized eigenvector exists whose
eigenvalue bounds the Rayleigh quotient from below. -/
theorem exists_lowest_generalized [Nonempty n] {S P : Matrix n n ℝ} (hS : Sᵀ = S)
    (hPs : Pᵀ = P) (hP : ∀ x : n → ℝ, x ≠ 0 → 0 < x ⬝ᵥ P *ᵥ x) :
    ∃ (μ : ℝ) (v : n → ℝ), v ≠ 0 ∧ S *ᵥ v = μ • (P *ᵥ v) ∧
      ∀ x : n → ℝ, μ * (x ⬝ᵥ P *ᵥ x) ≤ x ⬝ᵥ S *ᵥ x := by
  have hc : ∀ T : Matrix n n ℝ, Continuous fun x : n → ℝ => x ⬝ᵥ T *ᵥ x := fun T => by
    simp only [dotProduct, Matrix.mulVec]
    fun_prop
  have h0 : ∀ x ∈ Metric.sphere (0 : n → ℝ) 1, x ≠ 0 := by
    rintro x hx rfl
    simp at hx
  have hcont : ContinuousOn (fun x : n → ℝ => (x ⬝ᵥ S *ᵥ x) / (x ⬝ᵥ P *ᵥ x))
      (Metric.sphere 0 1) :=
    ContinuousOn.div (hc S).continuousOn (hc P).continuousOn
      (fun x hx => (hP x (h0 x hx)).ne')
  -- the quotient attains its minimum on the compact unit sphere
  obtain ⟨v, hv, hmin⟩ := (isCompact_sphere (0 : n → ℝ) 1).exists_isMinOn
    ⟨fun _ => 1, by simp⟩ hcont
  obtain ⟨μ, hμ⟩ : ∃ μ, μ = (v ⬝ᵥ S *ᵥ v) / (v ⬝ᵥ P *ᵥ v) := ⟨_, rfl⟩
  have hv0 : v ⬝ᵥ S *ᵥ v = μ * (v ⬝ᵥ P *ᵥ v) := by
    rw [hμ, div_mul_cancel₀ _ (hP v (h0 v hv)).ne']
  have hb : ∀ x : n → ℝ, μ * (x ⬝ᵥ P *ᵥ x) ≤ x ⬝ᵥ S *ᵥ x := by
    intro x
    by_cases hx : x = 0
    · subst hx
      simp
    have hn : 0 < ‖x‖ := norm_pos_iff.mpr hx
    have hy : ‖x‖⁻¹ • x ∈ Metric.sphere (0 : n → ℝ) 1 := by
      rw [mem_sphere_zero_iff_norm, norm_smul, norm_inv, norm_norm, inv_mul_cancel₀ hn.ne']
    have h : μ ≤ _ := hμ.le.trans (isMinOn_iff.mp hmin _ hy)
    rw [le_div_iff₀ (hP _ (h0 _ hy))] at h
    simp only [Matrix.mulVec_smul, dotProduct_smul, smul_dotProduct, smul_eq_mul] at h
    have hcc : 0 < ‖x‖⁻¹ * ‖x‖⁻¹ := by positivity
    refine le_of_mul_le_mul_left ?_ hcc
    linarith
  refine ⟨μ, v, h0 v hv, ?_, hb⟩
  -- the residual `r` vanishes, since otherwise mixing it in would lower the quotient
  obtain ⟨r, hr⟩ : ∃ r, r = S *ᵥ v - μ • (P *ᵥ v) := ⟨_, rfl⟩
  have ha : r ⬝ᵥ r = r ⬝ᵥ S *ᵥ v - μ * (r ⬝ᵥ P *ᵥ v) := by
    calc r ⬝ᵥ r = r ⬝ᵥ (S *ᵥ v - μ • (P *ᵥ v)) := by rw [← hr]
      _ = _ := by rw [dotProduct_sub, dotProduct_smul, smul_eq_mul]
  obtain ⟨g, hg⟩ : ∃ g, g = r ⬝ᵥ S *ᵥ r - μ * (r ⬝ᵥ P *ᵥ r) := ⟨_, rfl⟩
  have hg0 : 0 ≤ g := by linarith [hb r]
  have key : ∀ p q : ℝ, 0 ≤ 2 * p * q * (r ⬝ᵥ r) + q ^ 2 * g := by
    intro p q
    have h := hb (p • v + q • r)
    rw [form_superposition hS, form_superposition hPs] at h
    linear_combination h + p ^ 2 * hv0 - 2 * p * q * ha - q ^ 2 * hg
  have h1 := key (g + 1) (-(r ⬝ᵥ r))
  have h2 : (r ⬝ᵥ r) ^ 2 = 0 :=
    le_antisymm (by nlinarith [mul_nonneg (sq_nonneg (r ⬝ᵥ r)) hg0]) (sq_nonneg _)
  have h3 : r = 0 := dotProduct_self_eq_zero.mp (pow_eq_zero_iff (two_ne_zero) |>.mp h2)
  exact sub_eq_zero.mp (hr.symm.trans h3)
```

## Sums and differences of amplitudes

Suppose that u ≠ 0 and

(A+B)u = ωd,  (A−B)d = ωu.

Then X = u+d and Y = u−d form an RPA mode: AX + BY = ωd + ωu = ωX, and BX + AY = ωd − ωu = −ωY. If X and Y both vanished, so would u.

```lean
/-- If `u ≠ 0` and `d` solve the two coupled half-size equations, `u + d` and `u - d` form an RPA
mode. -/
lemma mode_of_sum_difference {A B : Matrix n n ℝ} {ω : ℝ} {u d : n → ℝ} (hu : u ≠ 0)
    (h1 : (A + B) *ᵥ u = ω • d) (h2 : (A - B) *ᵥ d = ω • u) :
    IsRPAMode A B ω (u + d) (u - d) := by
  rw [Matrix.add_mulVec] at h1
  rw [Matrix.sub_mulVec] at h2
  refine ⟨?_, ?_, ?_⟩
  · by_contra h
    simp only [ne_eq, not_or, not_not] at h
    apply hu
    linear_combination (norm := module) (1 / 2 : ℝ) • h.1 + (1 / 2 : ℝ) • h.2
  · simp only [Matrix.mulVec_add, Matrix.mulVec_sub]
    linear_combination (norm := module) h1 + h2
  · simp only [Matrix.mulVec_add, Matrix.mulVec_sub]
    linear_combination (norm := module) h1 - h2
```

Conversely, adding and subtracting the RPA equations gives the same two equations for u = X+Y and d = X−Y. If ω ≠ 0, then u ≠ 0: u = 0 would give ωd = 0, hence d = 0 and X = Y = 0.

```lean
/-- For an RPA mode of nonzero frequency, `X + Y` is nonzero and `X + Y`, `X - Y` solve the
two coupled half-size equations. -/
lemma sum_difference_of_mode {A B : Matrix n n ℝ} {ω : ℝ} {X Y : n → ℝ} (hω : ω ≠ 0)
    (h : IsRPAMode A B ω X Y) :
    X + Y ≠ 0 ∧ (A + B) *ᵥ (X + Y) = ω • (X - Y) ∧ (A - B) *ᵥ (X - Y) = ω • (X + Y) := by
  obtain ⟨hXY, h1, h2⟩ := h
  have hs : (A + B) *ᵥ (X + Y) = ω • (X - Y) := by
    simp only [Matrix.add_mulVec, Matrix.mulVec_add]
    linear_combination (norm := module) h1 + h2
  refine ⟨fun h0 => ?_, hs, ?_⟩
  · rw [h0, Matrix.mulVec_zero] at hs
    have hd : X - Y = 0 := (smul_eq_zero.mp hs.symm).resolve_left hω
    have hX : X = 0 := by
      linear_combination (norm := module) (1 / 2 : ℝ) • h0 + (1 / 2 : ℝ) • hd
    have hY : Y = 0 := by
      linear_combination (norm := module) (1 / 2 : ℝ) • h0 - (1 / 2 : ℝ) • hd
    exact hXY.elim (fun h => h hX) (fun h => h hY)
  · simp only [Matrix.sub_mulVec, Matrix.mulVec_sub]
    linear_combination (norm := module) h1 - h2
```

## A variational bound on the lowest frequency

Write K = A+B and M = A−B. The Rayleigh result with S = MKM and P = M gives v ≠ 0 with MKMv = μMv. Since M is positive definite it can be cancelled:

KMv = μv.

Moreover Mv ≠ 0 and (Mv)·K(Mv) = μ v·Mv, so μ > 0. Set ω = √μ. Then u = Mv and d = ωv solve the half-size equations, and ω is an RPA frequency.

For any x and y, let z = M⁻¹x. Minimality of μ and positivity of M give

ω² z·Mz ≤ x·Kx,
0 ≤ (ωz − y)·M(ωz − y) = ω² z·Mz − 2ω x·y + y·My.

Together these yield

2ω x·y ≤ x·Kx + y·My.

Equality forces y = ωz, that is, My = ωx. For trial pairs normalised to x·y = 1, half the right side is an upper bound on ω.

Any mode with frequency ω' > 0 has u·Ku = d·Md = ω' u·d, with u·d > 0 because K is positive definite. Inserting x = u and y = d gives ω ≤ ω'. So ω is the least positive frequency, which is what `IsLeast` states: it belongs to the set and bounds it from below. `Nonempty n` requires at least one occupied-virtual pair.

```lean
/-- Variational principle for the RPA with `A + B` and `A - B` positive definite: a lowest positive
frequency `ω` exists, `2 ω x·y` is at most `x·(A + B)x + y·(A - B)y` for all `x`, `y`, and equality
requires `(A - B) y = ω x`. -/
theorem rpa_variational [Nonempty n] {A B : Matrix n n ℝ} (hK : (A + B).PosDef)
    (hM : (A - B).PosDef) :
    ∃ ω, IsLeast (positiveFrequencies A B) ω ∧ ∀ x y : n → ℝ,
      2 * ω * (x ⬝ᵥ y) ≤ x ⬝ᵥ (A + B) *ᵥ x + y ⬝ᵥ (A - B) *ᵥ y ∧
      (2 * ω * (x ⬝ᵥ y) = x ⬝ᵥ (A + B) *ᵥ x + y ⬝ᵥ (A - B) *ᵥ y →
        (A - B) *ᵥ y = ω • x) := by
  classical
  obtain ⟨hKs, hKp⟩ := real_form hK
  obtain ⟨hMs, hMp⟩ := real_form hM
  have hS : ((A - B) * (A + B) * (A - B))ᵀ = (A - B) * (A + B) * (A - B) := by
    rw [Matrix.transpose_mul, Matrix.transpose_mul, hKs, hMs, Matrix.mul_assoc]
  obtain ⟨μ, v, hv, heq, hmin⟩ := exists_lowest_generalized hS hMs hMp
  rw [← Matrix.mulVec_mulVec, ← Matrix.mulVec_mulVec] at heq
  -- cancel the positive definite factor `A - B`
  have hKM : (A + B) *ᵥ ((A - B) *ᵥ v) = μ • v := by
    by_contra hne
    have hp := hMp _ (sub_ne_zero.mpr hne)
    rw [Matrix.mulVec_sub, Matrix.mulVec_smul, heq, sub_self, dotProduct_zero] at hp
    exact lt_irrefl _ hp
  have hMv : (A - B) *ᵥ v ≠ 0 := by
    intro h
    have hp := hMp v hv
    rw [h, dotProduct_zero] at hp
    exact lt_irrefl _ hp
  have hμ : 0 < μ := by
    have hp := hKp _ hMv
    rw [hKM, dotProduct_smul, smul_eq_mul, dotProduct_comm] at hp
    by_contra h
    nlinarith [mul_nonneg (neg_nonneg.mpr (not_lt.mp h)) (hMp v hv).le]
  obtain ⟨ω, hω, hωμ⟩ : ∃ ω : ℝ, 0 < ω ∧ ω ^ 2 = μ :=
    ⟨√μ, Real.sqrt_pos.mpr hμ, Real.sq_sqrt hμ.le⟩
  have hbound : ∀ x y : n → ℝ,
      2 * ω * (x ⬝ᵥ y) ≤ x ⬝ᵥ (A + B) *ᵥ x + y ⬝ᵥ (A - B) *ᵥ y ∧
      (2 * ω * (x ⬝ᵥ y) = x ⬝ᵥ (A + B) *ᵥ x + y ⬝ᵥ (A - B) *ᵥ y →
        (A - B) *ᵥ y = ω • x) := by
    intro x y
    obtain ⟨z, hz⟩ : ∃ z, (A - B) *ᵥ z = x := ⟨(A - B)⁻¹ *ᵥ x, by
      rw [Matrix.mulVec_mulVec, Matrix.mul_nonsing_inv _ hM.det_pos.ne'.isUnit,
        Matrix.one_mulVec]⟩
    have hquad : z ⬝ᵥ ((A - B) * (A + B) * (A - B)) *ᵥ z = x ⬝ᵥ (A + B) *ᵥ x := by
      rw [← Matrix.mulVec_mulVec, ← Matrix.mulVec_mulVec, form_symm hMs, hz,
        dotProduct_comm]
    have hm := hmin z
    rw [hquad, hz, ← hωμ] at hm
    -- complete the square in the metric `A - B`
    have hsq := form_superposition hMs ω (-1) z y
    rw [hz] at hsq
    rw [dotProduct_comm x y]
    by_cases hw : ω • z + (-1 : ℝ) • y = 0
    · have hy : y = ω • z := by linear_combination (norm := module) (-1 : ℝ) • hw
      rw [hw, zero_dotProduct] at hsq
      exact ⟨by linarith, fun _ => by rw [hy, Matrix.mulVec_smul, hz]⟩
    · have hp := hMp _ hw
      exact ⟨by linarith, fun he => by exfalso; linarith⟩
  refine ⟨ω, ⟨⟨hω, _, _, mode_of_sum_difference (d := ω • v) hMv ?_ ?_⟩, ?_⟩, hbound⟩
  · rw [hKM, ← hωμ, smul_smul, sq]
  · rw [Matrix.mulVec_smul]
  · -- on a mode of frequency `ω'` the functional equals `2 ω' (X + Y)·(X - Y)`
    rintro ω' ⟨hω', X, Y, hXY⟩
    obtain ⟨hu, h1, h2⟩ := sum_difference_of_mode hω'.ne' hXY
    have hp := hKp _ hu
    have hf := (hbound (X + Y) (X - Y)).1
    rw [h1, dotProduct_smul, smul_eq_mul] at hp hf
    rw [h2, dotProduct_smul, smul_eq_mul, dotProduct_comm (X - Y) (X + Y)] at hf
    have hud := pos_of_mul_pos_right hp hω'.le
    by_contra h
    nlinarith [mul_pos (sub_pos.mpr (not_le.mp h)) hud]
```

## Tamm-Dancoff vectors as trial amplitudes

Setting B = 0 in the first RPA equation leaves AX = ωX, so the Tamm-Dancoff energies are the eigenvalues of A. Let Av = Ev with v ≠ 0. In the choice x = y = v, B cancels:

2ω v·v ≤ v·(A+B)v + v·(A−B)v = 2E v·v.

Hence ω ≤ E; for normalised v the two sides are 2ω and 2E. If ω = E, the equality condition reads (A−B)v = Ev, so Bv = 0. The inequality is therefore strict whenever Bv ≠ 0.

```lean
/-- If `A + B` and `A - B` are positive definite, the lowest positive RPA frequency is at most every
Tamm-Dancoff energy `E`, and it is strictly smaller if `B` does not annihilate the Tamm-Dancoff
eigenvector. -/
theorem lowest_rpa_le_tda {A B : Matrix n n ℝ} (hK : (A + B).PosDef) (hM : (A - B).PosDef)
    {ω E : ℝ} (hω : IsLeast (positiveFrequencies A B) ω) {v : n → ℝ} (hv : v ≠ 0)
    (hE : A *ᵥ v = E • v) : ω ≤ E ∧ (B *ᵥ v ≠ 0 → ω < E) := by
  obtain ⟨i, _⟩ := Function.ne_iff.mp hv
  have : Nonempty n := ⟨i⟩
  obtain ⟨ω', hω', hb⟩ := rpa_variational hK hM
  obtain rfl := hω.unique hω'
  have hvv : 0 < v ⬝ᵥ v :=
    lt_of_le_of_ne (Finset.sum_nonneg fun i _ => mul_self_nonneg (v i))
      (fun h => hv (dotProduct_self_eq_zero.mp h.symm))
  -- the trial pair `x = y = v` removes `B` from the functional
  have hsum : v ⬝ᵥ (A + B) *ᵥ v + v ⬝ᵥ (A - B) *ᵥ v = 2 * E * (v ⬝ᵥ v) := by
    rw [Matrix.add_mulVec, Matrix.sub_mulVec, dotProduct_add, dotProduct_sub, hE,
      dotProduct_smul, smul_eq_mul]
    ring
  obtain ⟨h1, h2⟩ := hb v v
  rw [hsum] at h1 h2
  have hle : ω ≤ E := by
    by_contra h
    nlinarith [mul_pos (sub_pos.mpr (not_le.mp h)) hvv]
  refine ⟨hle, fun hB => lt_of_le_of_ne hle fun h => hB ?_⟩
  have h3 := h2 (by rw [h])
  rw [Matrix.sub_mulVec, hE, h] at h3
  exact sub_eq_self.mp h3
```

For real A and B in a finite basis that meet the two stability conditions, this gives a consistency check on a response code: the lowest TDA energy must not fall below the lowest full-response frequency. The theorem does not order the higher states.

Without positive definiteness of A−B the bound can fail. As a purely mathematical example, not computed for any molecule, take A = diag(1, 1/2) and B = diag(0, 1). Then A+B = diag(1, 3/2) is positive definite, but A−B = diag(1, −1/2) is not. The second pair has ω² = −3/4 and so no real frequency. The only positive frequency is 1, above the TDA energy 1/2.

## The same bound from the product matrix

Response codes may solve for ω² instead. From the half-size equations,

(A−B)(A+B)u = ω(A−B)d = ω²u.

If every real eigenvalue of this product is at least w₀², then w₀² ≤ ω². As ω > 0, it follows that w₀ ≤ ω ≤ E. No sign condition on w₀ is needed.

```lean
/-- Let `A + B` and `A - B` be positive definite. If every real eigenvalue of `(A - B)(A + B)` is at
least `w₀ ^ 2`, then `w₀` is at most every Tamm-Dancoff energy. -/
theorem le_tda_of_product_eigenvalues {A B : Matrix n n ℝ} (hK : (A + B).PosDef)
    (hM : (A - B).PosDef) {w₀ E : ℝ}
    (hw : ∀ (μ : ℝ) (u : n → ℝ), u ≠ 0 → ((A - B) * (A + B)) *ᵥ u = μ • u → w₀ ^ 2 ≤ μ)
    {v : n → ℝ} (hv : v ≠ 0) (hE : A *ᵥ v = E • v) : w₀ ≤ E := by
  obtain ⟨i, _⟩ := Function.ne_iff.mp hv
  have : Nonempty n := ⟨i⟩
  obtain ⟨ω, hω, _⟩ := rpa_variational hK hM
  obtain ⟨hpos, X, Y, hXY⟩ := hω.1
  obtain ⟨hu, h1, h2⟩ := sum_difference_of_mode hpos.ne' hXY
  -- the squared frequency is an eigenvalue of the product matrix
  have hsq := hw (ω ^ 2) (X + Y) hu (by
    rw [← Matrix.mulVec_mulVec, h1, Matrix.mulVec_smul, h2, smul_smul, sq])
  have hle : w₀ ≤ ω := by
    by_contra h
    nlinarith [not_le.mp h]
  exact hle.trans (lowest_rpa_le_tda hK hM hω hv hE).1
```

## Tamm-Dancoff states that B leaves alone

If Bv = 0, the pair (v, 0) satisfies both RPA equations at ω = E, so the TDA state is already an RPA mode. This needs no positive definiteness, and E need not be the lowest frequency.

```lean
/-- A Tamm-Dancoff eigenvector annihilated by `B` is an RPA mode at the same energy, with no
de-excitation amplitude. -/
theorem uncoupled_tda_is_rpa {A B : Matrix n n ℝ} {E : ℝ} {v : n → ℝ} (hv : v ≠ 0)
    (hE : A *ᵥ v = E • v) (hB : B *ᵥ v = 0) : IsRPAMode A B E v 0 := by
  refine ⟨Or.inl hv, ?_, ?_⟩
  · rw [hE, Matrix.mulVec_zero, add_zero]
  · rw [hB, Matrix.mulVec_zero, smul_zero, neg_zero, add_zero]

end TammDancoffBound
```

```lean
#print axioms TammDancoffBound.lowest_rpa_le_tda
#print axioms TammDancoffBound.le_tda_of_product_eigenvalues
#print axioms TammDancoffBound.uncoupled_tda_is_rpa
```

```
'TammDancoffBound.lowest_rpa_le_tda' depends on axioms: [propext, Classical.choice, Quot.sound]
'TammDancoffBound.le_tda_of_product_eigenvalues' depends on axioms: [propext, Classical.choice, Quot.sound]
'TammDancoffBound.uncoupled_tda_is_rpa' depends on axioms: [propext, Classical.choice, Quot.sound]
```
